# The amplitude vector (2c, 1)/√(4c² + 1) has unit length for every real c

For any real number c, the declaration takes the two-component complex vector with amplitudes 2c/√(4c² + 1) and 1/√(4c² + 1), and states that its Euclidean length is 1. In physical terms this is a normalised state of a two-level system, whose squared moduli 4c²/(4c² + 1) and 1/(4c² + 1) add up to one. No Hamiltonian enters, and c is not restricted beyond being real. The attempt squares both sides of the equation, which is allowed because both are non-negative, then writes the squared length as a sum of two squared moduli and finishes by algebra.

The failing Lean file:

```lean
import Mathlib

open Matrix Filter Topology

namespace TrialUnit

noncomputable section

variable {n : Type*} [Fintype n] [DecidableEq n]

/-- The Euclidean length of a complex amplitude vector. -/
def vnorm {n : Type*} [Fintype n] (x : n → ℂ) : ℝ := ‖WithLp.toLp 2 x‖

/-- The squared length is the sum of the squared moduli of the amplitudes. -/
theorem vnorm_sq {n : Type*} [Fintype n] (x : n → ℂ) : vnorm x ^ 2 = ∑ i, ‖x i‖ ^ 2 :=
  EuclideanSpace.norm_sq_eq _

/-- The vector `(2c, 1)` divided by its length `√(4c² + 1)`. -/
def trial (c : ℝ) : Fin 2 → ℂ :=
  ![((2 * c / √(4 * c ^ 2 + 1) : ℝ) : ℂ), ((1 / √(4 * c ^ 2 + 1) : ℝ) : ℂ)]

/-- The trial vector has unit length. -/
theorem trial_unit (c : ℝ) : vnorm (trial c) = 1 := by
  have hs : 0 < 4 * c ^ 2 + 1 := by positivity
  rw [← sq_eq_sq₀ (norm_nonneg _) zero_le_one]
  change vnorm (trial c) ^ 2 = 1 ^ 2
  rw [vnorm_sq, Fin.sum_univ_two]
  change ‖((2 * c / √(4 * c ^ 2 + 1) : ℝ) : ℂ)‖ ^ 2
    + ‖((1 / √(4 * c ^ 2 + 1) : ℝ) : ℂ)‖ ^ 2 = 1 ^ 2
  rw [Complex.norm_real, Complex.norm_real, Real.norm_eq_abs, Real.norm_eq_abs, sq_abs,
    sq_abs, div_pow, div_pow, Real.sq_sqrt hs.le, ← add_div, div_eq_iff hs.ne']
  ring

end

end TrialUnit
```

The compiler's answer:

```
Main.lean:25:6: error: Tactic `rewrite` failed: Did not find an occurrence of the pattern
  @Eq ℝ ‖?m.46‖ 1
in the target expression
  @Eq ℝ (vnorm (trial c)) 1

c : ℝ
hs : 0 < 4 * c ^ 2 + 1
⊢ vnorm (trial c) = 1
```

The change, after which it compiles:

```diff
@@ -23,7 +23,6 @@
 theorem trial_unit (c : ℝ) : vnorm (trial c) = 1 := by
   have hs : 0 < 4 * c ^ 2 + 1 := by positivity
-  rw [← sq_eq_sq₀ (norm_nonneg _) zero_le_one]
-  change vnorm (trial c) ^ 2 = 1 ^ 2
-  rw [vnorm_sq, Fin.sum_univ_two]
+  have hv : 0 ≤ vnorm (trial c) := norm_nonneg _
+  rw [← sq_eq_sq₀ hv zero_le_one, vnorm_sq, Fin.sum_univ_two]
   change ‖((2 * c / √(4 * c ^ 2 + 1) : ℝ) : ℂ)‖ ^ 2
     + ‖((1 / √(4 * c ^ 2 + 1) : ℝ) : ℂ)‖ ^ 2 = 1 ^ 2
```

Cause. Read from right to left, `sq_eq_sq₀` turns an equation between non-negative numbers into one between their squares. Its left-hand number was to be inferred from `norm_nonneg _`, so `rw` searched for an equation of the form `‖?m.46‖ = 1`. The goal reads `vnorm (trial c) = 1`. Although `vnorm` is defined as a norm, it is an ordinary definition, which `rw` does not unfold when matching, so the pattern was not found.

The repair first states `hv : 0 ≤ vnorm (trial c)`. Here `norm_nonneg _` is checked against a given statement, and Lean does unfold `vnorm` for that check. With `hv` as the argument, the pattern becomes `vnorm (trial c) = 1`, exactly the goal.

The old `change` line was meant to bring `vnorm` back after the rewrite. The new rewrite keeps `vnorm` in place, so `vnorm_sq` applies directly and the line can go. Joining the two `rw` calls into one is mere tidying.
